# Quadratic open-orbit magnetoresistance from the high-field form of a planar conductivity tensor

Taking the reciprocal of σ_xx to get the resistivity ρ_xx can fail badly in a strong magnetic field B. In a metal with only closed orbits and unequal electron and hole densities, σ_xx falls off as 1/B², so its reciprocal grows as B², yet ρ_xx saturates. If open orbits make σ_yy tend to a nonzero constant, ρ_xx does grow as B², but the reciprocal still gives the wrong coefficient whenever the Hall components contribute at leading order. The cure is to invert the whole tensor. For a 2×2 conductivity the inverse is explicit, and the high-field limits assumed below for σ then give the high-field behaviour of ρ.

```lean
import Mathlib

open Filter Topology Matrix

namespace OpenOrbitMagnetoresistance

noncomputable section
```

## The assumed high-field limits

The field points along z, and σ(B) is the conductivity in the xy plane. Carriers on an open orbit keep a nonzero mean velocity along y, so σ_yy tends to a constant D. The other components decay, with real coefficients A and C:

B² σ_xx → A,  B σ_xy → C,  B σ_yx → −C,  σ_yy → D  as B → +∞.

The opposite signs of the Hall limits express the antisymmetry of the part of σ that is odd in B.

In Lean, σ is a function from real field values to real 2×2 matrices, with index 0 for x and 1 for y. `Tendsto … atTop (𝓝 A)` says that the expression converges to A as B → +∞. The structure `HighFieldConductivity σ A C D` collects the four limits. They are assumed here, not derived from a Boltzmann equation, and coupling to the z direction is left out.

```lean
/-- High-field limits of a planar conductivity tensor (index 0 is x, index 1 is y): as `B → +∞`, `B²
σ_xx` tends to `A`, `B σ_xy` to `C`, `B σ_yx` to `-C`, and `σ_yy` to `D`. -/
structure HighFieldConductivity (σ : ℝ → Matrix (Fin 2) (Fin 2) ℝ) (A C D : ℝ) : Prop where
  xx : Tendsto (fun B => B ^ 2 * σ B 0 0) atTop (𝓝 A)
  xy : Tendsto (fun B => B * σ B 0 1) atTop (𝓝 C)
  yx : Tendsto (fun B => B * σ B 1 0) atTop (𝓝 (-C))
  yy : Tendsto (fun B => σ B 1 1) atTop (𝓝 D)
```

The resistivity tensor ρ = σ⁻¹ turns a current density j into the electric field ρj. If j points along the unit vector n = (cos θ, sin θ), the field component along the current, per unit current density, is

ρ_θ = n · ρn.

```lean
/-- The longitudinal resistivity for a current at angle `θ` to the x axis. -/
def resistivityAlong (ρ : Matrix (Fin 2) (Fin 2) ℝ) (θ : ℝ) : ℝ :=
  ![Real.cos θ, Real.sin θ] ⬝ᵥ (ρ *ᵥ ![Real.cos θ, Real.sin θ])
```

A concrete model has one closed pocket with zero-field Drude conductivity s and an additional field-independent conductivity d along y. With B measured in units of the inverse mobility,

σ_xx = s/(1 + B²),  σ_xy = −σ_yx = sB/(1 + B²),  σ_yy = d + s/(1 + B²).

```lean
/-- A Drude pocket of zero-field conductivity `s`, with `B` measured in units of the inverse
mobility, plus a field-independent conductivity `d` along y. -/
def pocketPlusOpen (s d B : ℝ) : Matrix (Fin 2) (Fin 2) ℝ :=
  !![s / (1 + B ^ 2), s * B / (1 + B ^ 2);
     -(s * B / (1 + B ^ 2)), d + s / (1 + B ^ 2)]
```

## Inverting the tensor

For a 2×2 matrix the inverse is explicit:

ρ_xx = σ_yy/det σ,  ρ_xy = −σ_xy/det σ,
ρ_yx = −σ_yx/det σ,  ρ_yy = σ_xx/det σ.

The lemma needs no invertibility hypothesis, because Lean sets both the inverse of a singular matrix and division by zero to zero. The proof inserts the 2×2 adjugate and compares the four entries.

```lean
/-- The components of the resistivity tensor in terms of those of the conductivity tensor. -/
theorem resistivity_entries (M : Matrix (Fin 2) (Fin 2) ℝ) :
    M⁻¹ 0 0 = M 1 1 / M.det ∧ M⁻¹ 0 1 = -M 0 1 / M.det ∧
      M⁻¹ 1 0 = -M 1 0 / M.det ∧ M⁻¹ 1 1 = M 0 0 / M.det := by
  rw [Matrix.inv_def, Matrix.adjugate_fin_two, Ring.inverse_eq_inv']
  refine ⟨?_, ?_, ?_, ?_⟩ <;> simp [div_eq_inv_mul]
```

Each component of ρ therefore depends on how det σ decays. Distributing the factor B² over the two products gives

B² det σ = (B² σ_xx) σ_yy − (B σ_xy)(B σ_yx) → AD − C(−C) = AD + C².

The Lean proof combines the four assumed limits by `mul` and `sub`, and `ring` confirms the rearrangement.

```lean
variable {σ : ℝ → Matrix (Fin 2) (Fin 2) ℝ} {A C D : ℝ}

/-- The determinant of the conductivity tensor, multiplied by `B²`, tends to `A D + C²`. -/
theorem scaled_det (h : HighFieldConductivity σ A C D) :
    Tendsto (fun B => B ^ 2 * (σ B).det) atTop (𝓝 (A * D + C ^ 2)) := by
  have e : A * D + C ^ 2 = A * D - C * (-C) := by ring
  rw [e]
  refine Tendsto.congr (fun B => ?_) ((h.xx.mul h.yy).sub (h.xy.mul h.yx))
  simp only [Matrix.det_fin_two]
  ring
```

## Growth along x, a finite limit along y

Assume D > 0 and AD + C² > 0. The first condition says that the open orbits really conduct along y. For a dissipative conductor A is not negative, so the second condition then fails only if A and C both vanish.

Since B² det σ has a positive limit, it is positive beyond some field, and there σ is invertible. The diagonal components follow by rescaling:

ρ_xx/B² = σ_yy/(B² det σ) → D/(AD + C²) > 0,
ρ_yy = (B² σ_xx)/(B² det σ) → A/(AD + C²).

The theorem states these four facts together, with `∀ᶠ B in atTop` meaning "for all sufficiently large B". In the proof, `filter_upwards` selects the fields where B² det σ is positive, and a vanishing determinant would contradict that. The two limits are quotients of known limits, taken with `div`. The cancellation of B² in ρ_yy requires B ≠ 0, which holds at large field.

```lean
/-- Open-orbit magnetoresistance: at high field the conductivity tensor is invertible, `ρ_xx`
grows as `B²` with a positive coefficient, and `ρ_yy` tends to a constant. -/
theorem open_orbit_magnetoresistance (h : HighFieldConductivity σ A C D)
    (hD : 0 < D) (hpos : 0 < A * D + C ^ 2) :
    (∀ᶠ B in atTop, IsUnit (σ B)) ∧
      Tendsto (fun B => (σ B)⁻¹ 0 0 / B ^ 2) atTop (𝓝 (D / (A * D + C ^ 2))) ∧
      0 < D / (A * D + C ^ 2) ∧
      Tendsto (fun B => (σ B)⁻¹ 1 1) atTop (𝓝 (A / (A * D + C ^ 2))) := by
  have hdet := scaled_det h
  refine ⟨?_, ?_, div_pos hD hpos, ?_⟩
  · -- a positive limit of B² det σ forces det σ ≠ 0 eventually
    filter_upwards [hdet.eventually (lt_mem_nhds hpos)] with B hB
    refine (Matrix.isUnit_iff_isUnit_det _).2 (isUnit_iff_ne_zero.2 fun h0 => ?_)
    simp [h0] at hB
  · have t : Tendsto (fun B => σ B 1 1 / (B ^ 2 * (σ B).det)) atTop
        (𝓝 (D / (A * D + C ^ 2))) := h.yy.div hdet hpos.ne'
    refine t.congr fun B => ?_
    rw [(resistivity_entries (σ B)).1, div_div, mul_comm (σ B).det]
  · have t : Tendsto (fun B => B ^ 2 * σ B 0 0 / (B ^ 2 * (σ B).det)) atTop
        (𝓝 (A / (A * D + C ^ 2))) := h.xx.div hdet hpos.ne'
    refine t.congr' ?_
    filter_upwards [eventually_ne_atTop (0 : ℝ)] with B hB
    rw [(resistivity_entries (σ B)).2.2.2, mul_div_mul_left _ _ (pow_ne_zero 2 hB)]
```

The reciprocal estimate 1/σ_xx would give the coefficient 1/A when A > 0. The correct one, D/(AD + C²), agrees with it only if C = 0.

The off-diagonal components need one power of B:

ρ_xy/B = −(B σ_xy)/(B² det σ) → −C/(AD + C²),
ρ_yx/B = −(B σ_yx)/(B² det σ) → C/(AD + C²).

The auxiliary identity `key` carries out the cancellation of one factor B. Positivity of D is not needed here.

```lean
/-- Divided by `B`, the Hall components `ρ_xy` and `ρ_yx` of the resistivity tend to the opposite
limits `-C / (A D + C²)` and `C / (A D + C²)`. -/
theorem hall_resistivity (h : HighFieldConductivity σ A C D) (hpos : 0 < A * D + C ^ 2) :
    Tendsto (fun B => (σ B)⁻¹ 0 1 / B) atTop (𝓝 (-C / (A * D + C ^ 2))) ∧
      Tendsto (fun B => (σ B)⁻¹ 1 0 / B) atTop (𝓝 (C / (A * D + C ^ 2))) := by
  have hdet := scaled_det h
  -- one power of B cancels between numerator and denominator
  have key : ∀ B s d : ℝ, B ≠ 0 → -(B * s) / (B ^ 2 * d) = -s / d / B := by
    intro B s d hB
    rw [show -(B * s) = B * (-s) by ring, show B ^ 2 * d = B * (d * B) by ring,
      mul_div_mul_left _ _ hB, ← div_div]
  constructor
  · have t : Tendsto (fun B => -(B * σ B 0 1) / (B ^ 2 * (σ B).det)) atTop
        (𝓝 (-C / (A * D + C ^ 2))) := h.xy.neg.div hdet hpos.ne'
    refine t.congr' ?_
    filter_upwards [eventually_ne_atTop (0 : ℝ)] with B hB
    rw [(resistivity_entries (σ B)).2.1, key B _ _ hB]
  · have t : Tendsto (fun B => -(B * σ B 1 0) / (B ^ 2 * (σ B).det)) atTop
        (𝓝 (-(-C) / (A * D + C ^ 2))) := h.yx.neg.div hdet hpos.ne'
    rw [neg_neg] at t
    refine t.congr' ?_
    filter_upwards [eventually_ne_atTop (0 : ℝ)] with B hB
    rw [(resistivity_entries (σ B)).2.2.1, key B _ _ hB]
```

## Dependence on the current direction

Writing out the quadratic form for a current at angle θ gives

ρ_θ = cos²θ ρ_xx + cos θ sin θ (ρ_xy + ρ_yx) + sin²θ ρ_yy.

After division by B², the first term tends to cos²θ · D/(AD + C²). The second is a convergent quantity times 1/B, and the third a convergent quantity times 1/B², so both vanish. Hence

ρ_θ/B² → cos²θ · D/(AD + C²).

In the Lean proof, `quad` is the expansion of the quadratic form, and `t` assembles the three limits.

```lean
/-- For a current at angle `θ` to the x axis, the resistivity divided by `B²` tends to
`cos² θ` times the coefficient for a current along x. -/
theorem angular_magnetoresistance (h : HighFieldConductivity σ A C D)
    (hD : 0 < D) (hpos : 0 < A * D + C ^ 2) (θ : ℝ) :
    Tendsto (fun B => resistivityAlong (σ B)⁻¹ θ / B ^ 2) atTop
      (𝓝 (Real.cos θ ^ 2 * (D / (A * D + C ^ 2)))) := by
  obtain ⟨-, hxx, -, hyy⟩ := open_orbit_magnetoresistance h hD hpos
  obtain ⟨hxy, hyx⟩ := hall_resistivity h hpos
  have hi : Tendsto (fun B : ℝ => B⁻¹) atTop (𝓝 0) := tendsto_inv_atTop_zero
  have quad : ∀ ρ : Matrix (Fin 2) (Fin 2) ℝ, resistivityAlong ρ θ =
      Real.cos θ ^ 2 * ρ 0 0 + Real.cos θ * Real.sin θ * (ρ 0 1 + ρ 1 0)
        + Real.sin θ ^ 2 * ρ 1 1 := by
    intro ρ
    simp [resistivityAlong, Matrix.mulVec, dotProduct, Fin.sum_univ_two]
    ring
  -- only the xx component survives division by B²
  have t := ((hxx.const_mul (Real.cos θ ^ 2)).add
    (((hxy.add hyx).const_mul (Real.cos θ * Real.sin θ)).mul hi)).add
    ((hyy.const_mul (Real.sin θ ^ 2)).mul (hi.pow 2))
  have e : Real.cos θ ^ 2 * (D / (A * D + C ^ 2)) =
      Real.cos θ ^ 2 * (D / (A * D + C ^ 2))
        + Real.cos θ * Real.sin θ * (-C / (A * D + C ^ 2) + C / (A * D + C ^ 2)) * 0
        + Real.sin θ ^ 2 * (A / (A * D + C ^ 2)) * 0 ^ 2 := by ring
  rw [e]
  refine t.congr fun B => ?_
  rw [quad]
  ring
```

If cos θ ≠ 0, this limit is positive. Multiplying by B² → ∞ then gives

ρ_θ → ∞.

Only a current exactly along y escapes the divergence. In Lean, `pos_mul_atTop` supplies the product of a positive limit and a divergent factor, and `field_simp` removes the factor B² again.

```lean
/-- The resistivity grows without bound for every current direction that has a component
along x. -/
theorem resistivity_unbounded (h : HighFieldConductivity σ A C D)
    (hD : 0 < D) (hpos : 0 < A * D + C ^ 2) {θ : ℝ} (hθ : Real.cos θ ≠ 0) :
    Tendsto (fun B => resistivityAlong (σ B)⁻¹ θ) atTop atTop := by
  have hc : 0 < Real.cos θ ^ 2 * (D / (A * D + C ^ 2)) :=
    mul_pos (by positivity) (div_pos hD hpos)
  have hB2 : Tendsto (fun B : ℝ => B ^ 2) atTop atTop := tendsto_pow_atTop two_ne_zero
  refine ((angular_magnetoresistance h hD hpos θ).pos_mul_atTop hc hB2).congr' ?_
  filter_upwards [eventually_ne_atTop (0 : ℝ)] with B hB
  field_simp
```

## Saturation without open orbits

Now let σ_yy decay as well, with B² σ_yy → E, where E is a real coefficient, and let C ≠ 0. For closed orbits, C is proportional to the difference between the electron and hole densities, so C ≠ 0 describes an uncompensated metal. Then σ_yy → 0, the determinant limit applies with D = 0, and

ρ_xx = (B² σ_yy)/(B² det σ) → E/C².

The numerator now carries the same power of B as the denominator, which removes the quadratic growth. The proof first derives σ_yy → 0 as `h0`, then reuses `scaled_det` and divides the limits.

```lean
/-- Suppose `B² σ_xx`, `B σ_xy`, `B σ_yx` and `B² σ_yy` tend to `A`, `C`, `-C` and `E`, with `C`
nonzero. Then `ρ_xx` tends to the finite limit `E / C²`. -/
theorem closed_orbit_saturation {E : ℝ} (hC : C ≠ 0)
    (hxx : Tendsto (fun B => B ^ 2 * σ B 0 0) atTop (𝓝 A))
    (hxy : Tendsto (fun B => B * σ B 0 1) atTop (𝓝 C))
    (hyx : Tendsto (fun B => B * σ B 1 0) atTop (𝓝 (-C)))
    (hyy : Tendsto (fun B => B ^ 2 * σ B 1 1) atTop (𝓝 E)) :
    Tendsto (fun B => (σ B)⁻¹ 0 0) atTop (𝓝 (E / C ^ 2)) := by
  have hi : Tendsto (fun B : ℝ => B⁻¹) atTop (𝓝 0) := tendsto_inv_atTop_zero
  -- σ_yy itself vanishes at high field, so this is the case D = 0
  have h0 : Tendsto (fun B => σ B 1 1) atTop (𝓝 0) := by
    have t := hyy.mul (hi.pow 2)
    rw [show E * (0 : ℝ) ^ 2 = 0 by ring] at t
    refine t.congr' ?_
    filter_upwards [eventually_ne_atTop (0 : ℝ)] with B hB
    field_simp
  have hdet := scaled_det (HighFieldConductivity.mk hxx hxy hyx h0)
  rw [show A * 0 + C ^ 2 = C ^ 2 by ring] at hdet
  have t : Tendsto (fun B => B ^ 2 * σ B 1 1 / (B ^ 2 * (σ B).det)) atTop
      (𝓝 (E / C ^ 2)) := hyy.div hdet (pow_ne_zero 2 hC)
  refine t.congr' ?_
  filter_upwards [eventually_ne_atTop (0 : ℝ)] with B hB
  rw [(resistivity_entries (σ B)).1, mul_div_mul_left _ _ (pow_ne_zero 2 hB)]
```

## A pocket with an open channel

The model with s > 0 and d > 0 satisfies all the assumptions. The limit behind three of the four components is

s B²/(1 + B²) = s (1 − 1/(1 + B²)) → s,

and σ_yy → d. So A = C = s and D = d, with AD + C² = s(d + s) > 0. In the proof, `v` is the limit 1/(1 + B²) → 0 and `w` is the displayed one.

```lean
/-- A Drude pocket plus a constant conductivity along y has the high-field behaviour above,
with `A = C = s` and `D = d`, and `A D + C²` is positive. -/
theorem pocketPlusOpen_witness {s d : ℝ} (hs : 0 < s) (hd : 0 < d) :
    HighFieldConductivity (pocketPlusOpen s d) s s d ∧ 0 < s * d + s ^ 2 := by
  have v : Tendsto (fun B : ℝ => (1 + B ^ 2)⁻¹) atTop (𝓝 0) :=
    tendsto_inv_atTop_zero.comp
      (tendsto_atTop_add_const_left _ 1 (tendsto_pow_atTop two_ne_zero))
  have w : Tendsto (fun B : ℝ => s * (B ^ 2 * (1 + B ^ 2)⁻¹)) atTop (𝓝 s) := by
    have t := (v.const_sub 1).const_mul s
    rw [show s * (1 - 0) = s by ring] at t
    refine t.congr fun B => ?_
    have hB : (1 + B ^ 2) * (1 + B ^ 2)⁻¹ = 1 := mul_inv_cancel₀ (by positivity)
    linear_combination (-s) * hB
  refine ⟨⟨w.congr fun B => ?_, w.congr fun B => ?_, w.neg.congr fun B => ?_, ?_⟩,
    by positivity⟩
  · show s * (B ^ 2 * (1 + B ^ 2)⁻¹) = B ^ 2 * (s / (1 + B ^ 2))
    ring
  · show s * (B ^ 2 * (1 + B ^ 2)⁻¹) = B * (s * B / (1 + B ^ 2))
    ring
  · show -(s * (B ^ 2 * (1 + B ^ 2)⁻¹)) = B * (-(s * B / (1 + B ^ 2)))
    ring
  · have t := (v.const_mul s).const_add d
    rw [show d + s * 0 = d by ring] at t
    refine t.congr fun B => ?_
    show d + s * (1 + B ^ 2)⁻¹ = d + s / (1 + B ^ 2)
    ring

end

end OpenOrbitMagnetoresistance
```

```lean
#print axioms OpenOrbitMagnetoresistance.open_orbit_magnetoresistance
#print axioms OpenOrbitMagnetoresistance.resistivity_unbounded
#print axioms OpenOrbitMagnetoresistance.closed_orbit_saturation
```

```
'OpenOrbitMagnetoresistance.open_orbit_magnetoresistance' depends on axioms: [propext, Classical.choice, Quot.sound]
'OpenOrbitMagnetoresistance.resistivity_unbounded' depends on axioms: [propext, Classical.choice, Quot.sound]
'OpenOrbitMagnetoresistance.closed_orbit_saturation' depends on axioms: [propext, Classical.choice, Quot.sound]
```

For numbers, take s = d = 1 and B = 3. Then

σ_xx = 0.1,  σ_xy = 0.3,  σ_yx = −0.3,  σ_yy = 1.1,
det σ = 0.1 · 1.1 + 0.3 · 0.3 = 0.2,

and the inverse has

ρ_xx = 1.1/0.2 = 5.5,  ρ_yy = 0.1/0.2 = 0.5,  ρ_yx = −ρ_xy = 0.3/0.2 = 1.5.

The ratio ρ_xx/B² = 5.5/9 ≈ 0.61 is approaching its limit 1/2, while ρ_yy already equals its limit 1/2. The reciprocal 1/σ_xx = 10 is nearly twice the true ρ_xx. For a current at 45° the Hall components cancel, and ρ_θ = (5.5 + 0.5)/2 = 3.

Transport calculations based on electronic band structure commonly produce σ first. The limits above can then test the inverted tensor at high field, provided that the planar block decouples from z and has the assumed asymptotic form.
